# For μ > 0, a Yukawa range-separated hybrid reaches full exact exchange at large distance exactly when a + b = 1

Let \(r>0\) be the distance between two electrons, in atomic units, and let \(\mu>0\) be an inverse length. Subtracting the Yukawa interaction \(e^{-\mu r}/r\) from the Coulomb interaction \(1/r\) leaves the long-range part

\[
v(r)=\frac{1-e^{-\mu r}}{r}.
\]

A range-separated hybrid that gives exact exchange the weight \(a\) at full range and the additional weight \(b\) at long range uses the interaction \(w(r)=a/r+b\,v(r)\) in its exchange integrals. Relative to \(1/r\), its local exact-exchange fraction is \(F(r)=a+b(1-e^{-\mu r})\).

I take it that \(v\) is positive, stays below \(\mu\) and decreases strictly with distance, and that \(F\) tends to 1 at large \(r\) exactly when \(a+b=1\). I can see all this from a plot, but I would like a rigorous argument and a version that a proof assistant has checked. Can it be done?

## Bounds, slope and limits from the exponential

Yes. The main tool is the inequality \(1+x<e^x\), valid for every real \(x\neq0\).

**Positivity and the bound.** For \(r>0\) we have \(\mu r>0\), so \(e^{-\mu r}<1\) and \(v(r)>0\). Putting \(x=-\mu r\) in the inequality gives \(1-\mu r<e^{-\mu r}\), that is, \(1-e^{-\mu r}<\mu r\). Division by \(r\) gives \(v(r)<\mu\).

**Strict decrease.** The quotient rule gives

\[
v'(r)=\frac{\mu r\,e^{-\mu r}-(1-e^{-\mu r})}{r^2}
=\frac{(1+\mu r)e^{-\mu r}-1}{r^2}.
\]

Now put \(x=\mu r\) in the inequality and multiply by \(e^{-\mu r}>0\). The result is \((1+\mu r)e^{-\mu r}<1\), so \(v'(r)<0\) at every positive distance, and \(v\) decreases strictly there.

**Contact.** The switching function \(s(r)=1-e^{-\mu r}\) has \(s(0)=0\) and \(s'(r)=\mu e^{-\mu r}\). Therefore

\[
v(r)=\frac{s(r)-s(0)}{r-0}\longrightarrow s'(0)=\mu
\qquad (r\to0^+).
\]

The long-range part is finite where the Coulomb interaction diverges, and no constant smaller than \(\mu\) bounds it.

**Large distance.** Since \(\mu>0\), \(e^{-\mu r}\to0\) and \(F(r)\to a+b\). If \(a+b=1\), the limit is 1. Conversely, if \(F(r)\to1\), uniqueness of limits forces \(a+b=1\). For \(r\neq0\),

\[
r\,w(r)=a+b(1-e^{-\mu r})=F(r),
\]

so the same condition decides whether \(w\) has the Coulomb tail \(1/r\).

**The onset of the tail.** Suppose \(a+b=1\) and \(b>0\), and let \(\varepsilon>0\) be a tolerance. The missing exchange is

\[
1-F(r)=(1-a-b)+b\,e^{-\mu r}=b\,e^{-\mu r}.
\]

It is at most \(\varepsilon\) exactly when \(b/\varepsilon\le e^{\mu r}\), and taking logarithms turns this into \(r\ge\ln(b/\varepsilon)/\mu\).

## What the Lean statements say about the hybrid

The function \(v\) is `longRange μ`, \(F\) is `exchangeFraction a b μ`, and \(w\) is `exchangeKernel a b μ`. All parameters and distances are real numbers, and units are left implicit.

The theorem `yukawa_range_separation` assumes only `0 < μ` and has three parts: the two bounds at every positive `r`, strict decrease on `Ioi 0` (the open half-line \(r>0\)), and the equivalence for all real `a` and `b`. In the last part, `atTop` means \(r\to\infty\) and `𝓝 1` means convergence to 1. Negative weights are allowed, and \(b=0\) gives a global hybrid, for which the condition reads \(a=1\).

The contact limit is stated with `𝓝[>] 0`, an approach to zero from positive distances. This matters because Lean sets division by zero to zero, so `longRange μ 0` is 0 and not the contact value \(\mu\).

The theorem `coulomb_tail_iff` expresses the Coulomb tail as \(r\,w(r)\to1\). The onset distance is in `missing_exchange_le_iff`, which assumes \(\mu>0\), \(a+b=1\), \(b>0\) and \(\varepsilon>0\). If \(\varepsilon\ge b\), the threshold is zero or negative, and the tolerance is met at every positive distance.

The condition \(a+b=1\) stands for a physical demand: an electron far from a finite system should feel exchange with the full Coulomb tail, which common semilocal functionals do not supply. The theorems concern the scalar interaction \(w\) alone. Orbitals, the exchange potential, the density functional that supplies the remaining exchange, and correlation do not enter, so nothing here implies that the hybrid is free of self-interaction error or has the correct energy at fractional charge.

```lean
import Mathlib

open Filter Topology Set

namespace YukawaRangeSeparation

noncomputable section

/-- The long-range part of the Coulomb interaction 1/r that remains after the Yukawa
interaction exp(-μr)/r has been subtracted. -/
def longRange (μ r : ℝ) : ℝ := (1 - Real.exp (-(μ * r))) / r

/-- The fraction of exact exchange at interelectronic distance r in a range-separated hybrid
with full-range weight a and long-range weight b. -/
def exchangeFraction (a b μ r : ℝ) : ℝ := a + b * (1 - Real.exp (-(μ * r)))

/-- The exchange interaction of the hybrid: a times the Coulomb interaction plus b times its
long-range part. -/
def exchangeKernel (a b μ r : ℝ) : ℝ := a * (1 / r) + b * longRange μ r

/-- The derivative of the switching function 1 - exp(-μr) is μ exp(-μr). -/
theorem hasDerivAt_switching (μ r : ℝ) :
    HasDerivAt (fun x : ℝ => 1 - Real.exp (-(μ * x))) (μ * Real.exp (-(μ * r))) r := by
  have h1 : HasDerivAt (fun x : ℝ => -(μ * x)) (-μ) r := by
    simpa using ((hasDerivAt_id' r).const_mul μ).fun_neg
  exact (h1.exp.const_sub 1).congr_deriv (by ring)

/-- For μ > 0, the long-range interaction is positive and below μ at every positive distance. -/
theorem longRange_pos_and_lt {μ r : ℝ} (hμ : 0 < μ) (hr : 0 < r) :
    0 < longRange μ r ∧ longRange μ r < μ := by
  have hx : 0 < μ * r := mul_pos hμ hr
  constructor
  · have h : Real.exp (-(μ * r)) < 1 := Real.exp_lt_one_iff.mpr (by linarith)
    exact div_pos (by linarith) hr
  · have h := Real.add_one_lt_exp (x := -(μ * r)) (by linarith)
    unfold longRange
    rw [div_lt_iff₀ hr]
    linarith

/-- For μ > 0, the long-range interaction decreases strictly with distance on r > 0. -/
theorem longRange_strictAntiOn {μ : ℝ} (hμ : 0 < μ) :
    StrictAntiOn (longRange μ) (Ioi 0) := by
  have hd : ∀ r : ℝ, 0 < r → HasDerivAt (longRange μ)
      ((μ * Real.exp (-(μ * r)) * r - (1 - Real.exp (-(μ * r))) * 1) / r ^ 2) r :=
    fun r hr => (hasDerivAt_switching μ r).fun_div (hasDerivAt_id' r) hr.ne'
  apply strictAntiOn_of_deriv_neg (convex_Ioi 0)
  · exact fun r hr => (hd r hr).continuousAt.continuousWithinAt
  · intro r hr
    rw [interior_Ioi] at hr
    have hr0 : 0 < r := hr
    rw [(hd r hr0).deriv]
    -- the sign of the slope is that of (1 + μr) exp(-μr) - 1
    have h1 := Real.add_one_lt_exp (x := μ * r) (mul_pos hμ hr0).ne'
    have h2 : Real.exp (μ * r) * Real.exp (-(μ * r)) = 1 := by
      rw [← Real.exp_add, add_neg_cancel, Real.exp_zero]
    have h3 := mul_lt_mul_of_pos_right h1 (Real.exp_pos (-(μ * r)))
    rw [h2] at h3
    exact div_neg_of_neg_of_pos (by linarith) (pow_pos hr0 2)

/-- As two electrons approach each other, the long-range interaction tends to μ. -/
theorem longRange_tendsto_contact (μ : ℝ) :
    Tendsto (longRange μ) (𝓝[>] 0) (𝓝 μ) := by
  -- the contact value is the slope of the switching function at the origin
  have h := hasDerivAt_iff_tendsto_slope.mp (hasDerivAt_switching μ 0)
  have h2 := h.mono_left (nhdsWithin_mono (0 : ℝ)
    (fun x (hx : x ∈ Ioi (0 : ℝ)) => (ne_of_gt hx : x ≠ 0)))
  have e : slope (fun x : ℝ => 1 - Real.exp (-(μ * x))) 0 = longRange μ := by
    funext r
    simp [slope_def_field, longRange]
  have e2 : μ * Real.exp (-(μ * 0)) = μ := by simp
  rw [e, e2] at h2
  exact h2

/-- For μ > 0, the exact-exchange fraction tends to a + b at large distance. -/
theorem exchangeFraction_tendsto {μ : ℝ} (hμ : 0 < μ) (a b : ℝ) :
    Tendsto (exchangeFraction a b μ) atTop (𝓝 (a + b)) := by
  have h : Tendsto (fun r : ℝ => Real.exp (-(μ * r))) atTop (𝓝 0) :=
    Real.tendsto_exp_neg_atTop_nhds_zero.comp (tendsto_id.const_mul_atTop hμ)
  have h2 : Tendsto (exchangeFraction a b μ) atTop (𝓝 (a + b * (1 - 0))) :=
    ((h.const_sub 1).const_mul b).const_add a
  rwa [sub_zero, mul_one] at h2

/-- For μ > 0 the long-range Yukawa part is positive, below μ and strictly decreasing on r > 0,
and the exact-exchange fraction tends to 1 at large distance exactly when a + b = 1. -/
theorem yukawa_range_separation {μ : ℝ} (hμ : 0 < μ) :
    (∀ r, 0 < r → 0 < longRange μ r ∧ longRange μ r < μ) ∧
    StrictAntiOn (longRange μ) (Ioi 0) ∧
    ∀ a b : ℝ, Tendsto (exchangeFraction a b μ) atTop (𝓝 1) ↔ a + b = 1 := by
  refine ⟨fun r hr => longRange_pos_and_lt hμ hr, longRange_strictAntiOn hμ, fun a b => ?_⟩
  constructor
  · exact fun h => tendsto_nhds_unique (exchangeFraction_tendsto hμ a b) h
  · intro h
    rw [← h]
    exact exchangeFraction_tendsto hμ a b

/-- At nonzero distance, r times the exchange interaction of the hybrid is its exact-exchange
fraction. -/
theorem mul_exchangeKernel (a b μ : ℝ) {r : ℝ} (hr : r ≠ 0) :
    r * exchangeKernel a b μ r = exchangeFraction a b μ r := by
  unfold exchangeKernel longRange exchangeFraction
  field_simp

/-- For μ > 0, the exchange interaction of the hybrid has the Coulomb tail 1/r, in the sense that r
times it tends to 1, exactly when a + b = 1. -/
theorem coulomb_tail_iff {μ : ℝ} (hμ : 0 < μ) (a b : ℝ) :
    Tendsto (fun r => r * exchangeKernel a b μ r) atTop (𝓝 1) ↔ a + b = 1 := by
  rw [← (yukawa_range_separation hμ).2.2 a b]
  apply tendsto_congr'
  filter_upwards [eventually_gt_atTop (0 : ℝ)] with r hr
  exact mul_exchangeKernel a b μ hr.ne'

/-- If a + b = 1 and μ, b and ε are positive, the exchange missing at distance r is at most ε
exactly when r is at least ln(b/ε)/μ. -/
theorem missing_exchange_le_iff {μ a b ε : ℝ} (hμ : 0 < μ) (hb : 0 < b) (hε : 0 < ε)
    (hab : a + b = 1) (r : ℝ) :
    1 - exchangeFraction a b μ r ≤ ε ↔ Real.log (b / ε) / μ ≤ r := by
  -- the missing fraction is b exp(-μr)
  have h : 1 - exchangeFraction a b μ r = b / Real.exp (μ * r) := by
    rw [div_eq_mul_inv, ← Real.exp_neg]
    unfold exchangeFraction
    linear_combination -hab
  rw [h, div_le_iff₀ (Real.exp_pos _), div_le_iff₀ hμ,
    Real.log_le_iff_le_exp (div_pos hb hε), div_le_iff₀ hε, mul_comm r μ,
    mul_comm ε (Real.exp (μ * r))]

end

end YukawaRangeSeparation
```

```lean
#print axioms YukawaRangeSeparation.longRange_tendsto_contact
#print axioms YukawaRangeSeparation.yukawa_range_separation
#print axioms YukawaRangeSeparation.coulomb_tail_iff
#print axioms YukawaRangeSeparation.missing_exchange_le_iff
```

```
'YukawaRangeSeparation.longRange_tendsto_contact' depends on axioms: [propext, Classical.choice, Quot.sound]
'YukawaRangeSeparation.yukawa_range_separation' depends on axioms: [propext, Classical.choice, Quot.sound]
'YukawaRangeSeparation.coulomb_tail_iff' depends on axioms: [propext, Classical.choice, Quot.sound]
'YukawaRangeSeparation.missing_exchange_le_iff' depends on axioms: [propext, Classical.choice, Quot.sound]
```

## How the proof follows the calculus

`hasDerivAt_switching` supplies \(s'(r)=\mu e^{-\mu r}\), which is used both for the slope of \(v\) and for its contact value.

In `longRange_pos_and_lt`, the inequality \(1+x<e^x\) appears as `Real.add_one_lt_exp`, applied at \(x=-\mu r\). The rewrite with `div_lt_iff₀` multiplies the desired bound by the positive distance, and `linarith` finishes the comparison.

`longRange_strictAntiOn` first records the quotient-rule derivative as `hd`. The lemma `strictAntiOn_of_deriv_neg` then asks for continuity on the half-line, which follows from differentiability, and for a negative derivative in its interior. For the sign, `h1` is the exponential inequality at \(x=\mu r\), and `h3` is that inequality multiplied by \(e^{-\mu r}\). The product \(e^{\mu r}e^{-\mu r}=1\) is `h2`.

`longRange_tendsto_contact` uses the definition of the derivative as a limit of slopes. The step with `mono_left` restricts a two-sided limit to positive distances, and `e` identifies the slope of the switching function from the origin with `longRange μ`.

`exchangeFraction_tendsto` builds the limit \(a+b\) from the decay of the exponential. In the main theorem, `tendsto_nhds_unique` gives the forward direction of the equivalence, and substituting \(a+b\) for 1 gives the reverse.

For the Coulomb tail, `mul_exchangeKernel` proves \(r\,w(r)=F(r)\) away from zero. Two functions that agree at all sufficiently large distances have the same limit, and `tendsto_congr'` applies this to \(r\,w\) and \(F\). In `missing_exchange_le_iff`, `linear_combination -hab` uses \(a+b=1\) to reduce the missing fraction to \(b\,e^{-\mu r}\), written there as \(b/e^{\mu r}\). The remaining rewrites clear denominators and exchange the logarithm for an exponential.

## The weights in a program's input

For hybrids with this Yukawa separation, the equivalence gives a quick test of whether a set of input parameters yields the full Coulomb tail in the exchange interaction. The test depends on how the program defines its weights. Some programs take a full-range and a short-range weight, and the same interaction then reads

\[
w(r)=\frac{a+b}{r}-b\,\frac{e^{-\mu r}}{r}.
\]

In that convention the full-range weight is \(a+b\) and must itself equal 1, while the short-range weight is \(-b\). Adding the two input numbers would give \(a\), the fraction at contact.

Many programs separate the ranges with the error function, \(\operatorname{erf}(\mu r)\), in place of \(1-e^{-\mu r}\). That function also tends to 1 for \(\mu>0\), so the condition on the weights is the same, but the onset distance \(\ln(b/\varepsilon)/\mu\) belongs to the Yukawa form.

At \(\mu=0\) the long-range part vanishes and the fraction equals \(a\) at every distance. The condition for full exchange is then \(a=1\), whatever the value of \(b\), so the equivalence with \(a+b=1\) fails there.
